# For positive definite Hessian models, Fletcher's measure exceeds the dimension away from the reference

Fletcher's measure compares a Hessian model C with a reference A through tr(A⁻¹C) − log det(A⁻¹C). The declaration `card_lt_fletcher` states that this number is strictly greater than the dimension whenever C differs from A. Both are real, positive definite matrices of the same finite size. The attempt writes A⁻¹ as MᴴM and passes to MCMᴴ, which is positive definite, differs from the identity, and has the same trace and determinant as A⁻¹C. The preceding theorem, a strict inequality proved from the eigenvalues, then gives the bound.

This version doesn't compile in Lean 4 with Mathlib:

```lean
import Mathlib

open Matrix

namespace FletcherVariational

noncomputable section

variable {n : Type*} [Fintype n] [DecidableEq n]

/-- Fletcher's measure `tr(B⁻¹ C) - log det(B⁻¹ C)` of a Hessian model `C` relative to `B`;
its domain is positive definite `B` and `C`. -/
def fletcher (B C : Matrix n n ℝ) : ℝ :=
  (B⁻¹ * C).trace - Real.log (B⁻¹ * C).det

/-- A positive definite matrix other than the identity has `tr P - log det P` greater than
the dimension. -/
theorem card_lt_trace_sub_log_det {P : Matrix n n ℝ} (hP : P.PosDef) (hne : P ≠ 1) :
    (Fintype.card n : ℝ) < P.trace - Real.log P.det := by
  have h := hP.isHermitian
  have hpos : ∀ i, 0 < h.eigenvalues i := fun i => hP.eigenvalues_pos i
  have ht : P.trace = ∑ i, h.eigenvalues i := by simpa using h.trace_eq_sum_eigenvalues
  have hd : P.det = ∏ i, h.eigenvalues i := by simpa using h.det_eq_prod_eigenvalues
  have hl : Real.log P.det = ∑ i, Real.log (h.eigenvalues i) := by
    rw [hd]
    apply Real.log_prod
    intro i _
    exact (hpos i).ne'
  -- some eigenvalue differs from one, by the spectral theorem
  have hex : ∃ i, h.eigenvalues i ≠ 1 := by
    by_contra hall
    push Not at hall
    have hf : (RCLike.ofReal ∘ h.eigenvalues : n → ℝ) = fun _ => 1 := by
      funext i
      simp [hall i]
    exact hne (h.spectral_theorem.trans (by rw [hf, Matrix.diagonal_one, map_one]))
  obtain ⟨k, hk⟩ := hex
  have hsum : ∑ i, Real.log (h.eigenvalues i) < ∑ i, (h.eigenvalues i - 1) :=
    Finset.sum_lt_sum (fun i _ => Real.log_le_sub_one_of_pos (hpos i))
      ⟨k, Finset.mem_univ k, Real.log_lt_sub_one_of_pos (hpos k) hk⟩
  have hc : ∑ i, (h.eigenvalues i - 1) = P.trace - Fintype.card n := by
    rw [ht, Finset.sum_sub_distrib]
    simp
  rw [hl]
  linarith

/-- Relative to a positive definite `A`, every positive definite `C` other than `A` has Fletcher
measure greater than the dimension. -/
theorem card_lt_fletcher {A C : Matrix n n ℝ} (hA : A.PosDef) (hC : C.PosDef) (hne : C ≠ A) :
    (Fintype.card n : ℝ) < fletcher A C := by
  obtain ⟨M, hM⟩ := Matrix.posSemidef_iff_eq_conjTranspose_mul_self.mp hA.inv.posSemidef
  have hdet : M.det ≠ 0 := by
    intro h0
    have h1 := hA.inv.det_pos
    rw [hM, Matrix.det_mul, h0, mul_zero] at h1
    exact lt_irrefl _ h1
  have hU : IsUnit M := (Matrix.isUnit_iff_isUnit_det M).mpr hdet.isUnit
  -- the congruent matrix M C Mᵀ has the same trace and determinant as A⁻¹ C
  have hP : (M * C * Mᴴ).PosDef :=
    hC.mul_mul_conjTranspose_same (Matrix.vecMul_injective_of_isUnit hU)
  have hP1 : M * C * Mᴴ ≠ 1 := by
    intro h1
    rw [Matrix.mul_assoc] at h1
    have h2 := mul_eq_one_comm.mp h1
    rw [Matrix.mul_assoc, ← hM] at h2
    apply hne
    calc C = C * (A⁻¹ * A) := by
          rw [Matrix.nonsing_inv_mul A hA.det_pos.ne'.isUnit, Matrix.mul_one]
      _ = A := by rw [← Matrix.mul_assoc, h2, Matrix.one_mul]
  have key := card_lt_trace_sub_log_det hP hP1
  have ht : (M * C * Mᴴ).trace = (A⁻¹ * C).trace := by
    rw [Matrix.trace_mul_comm, ← Matrix.mul_assoc, ← hM]
  have hd : (M * C * Mᴴ).det = (A⁻¹ * C).det := by
    rw [hM]
    simp only [Matrix.det_mul]
    ring
  rwa [ht, hd] at key

end

end FletcherVariational
```

The compiler's answer:

```
Main.lean:51:20: error(lean.unknownIdentifier): Unknown constant `Matrix.posSemidef_iff_eq_conjTranspose_mul_self.mp`
Main.lean:51:9: error: Tactic `rcases` failed: `x✝ : ?m.19` is not an inductive datatype
```

The change, after which it compiles:

```diff
@@ -49,5 +49,19 @@
 theorem card_lt_fletcher {A C : Matrix n n ℝ} (hA : A.PosDef) (hC : C.PosDef) (hne : C ≠ A) :
     (Fintype.card n : ℝ) < fletcher A C := by
-  obtain ⟨M, hM⟩ := Matrix.posSemidef_iff_eq_conjTranspose_mul_self.mp hA.inv.posSemidef
+  -- factor A⁻¹ by taking square roots of its eigenvalues
+  have hfactor : ∃ M : Matrix n n ℝ, A⁻¹ = Mᴴ * M := by
+    have h := hA.inv.isHermitian
+    have hsp := h.spectral_theorem
+    have hdiag : Matrix.diagonal (RCLike.ofReal ∘ h.eigenvalues : n → ℝ) =
+        star (Matrix.diagonal fun i => Real.sqrt (h.eigenvalues i)) *
+          Matrix.diagonal fun i => Real.sqrt (h.eigenvalues i) := by
+      rw [Matrix.star_eq_conjTranspose, Matrix.diagonal_conjTranspose,
+        Matrix.diagonal_mul_diagonal]
+      refine congrArg Matrix.diagonal (funext fun i => ?_)
+      have hi : 0 ≤ h.eigenvalues i := (hA.inv.eigenvalues_pos i).le
+      simp [Real.mul_self_sqrt hi]
+    rw [hdiag, map_mul, map_star, Matrix.star_eq_conjTranspose] at hsp
+    exact ⟨_, hsp⟩
+  obtain ⟨M, hM⟩ := hfactor
   have hdet : M.det ≠ 0 := by
     intro h0
```

What went wrong. The first message says that Lean finds no constant under the name the proof cites for the factorisation of A⁻¹, `Matrix.posSemidef_iff_eq_conjTranspose_mul_self`, with or without its final `.mp`. The second follows from it: with the cited term unresolved, its type is only the placeholder `?m.19`, so `rcases`, which does the splitting for `obtain`, has no existential statement to take apart into `M` and `hM`.

The repair proves the missing fact on the spot, as `hfactor`. The spectral theorem expresses A⁻¹ as the image of the diagonal matrix of its eigenvalues under a structure-preserving map. These eigenvalues are positive, so the diagonal matrix is `star D * D`, where D holds their square roots. `map_mul` and `map_star` carry that product through the map, giving A⁻¹ = MᴴM with M the image of D. `obtain` now receives a statement of known form, and the rest of the proof stands unchanged.
